# Rescaled inverse iteration on a real symmetric matrix converges to the projection on the eigenvector whose non-degenerate eigenvalue is strictly nearest a non-eigenvalue shift

If I put the shift halfway between two neighbouring eigenvalues, and the starting vector has a component along an eigenvector of each, inverse iteration never settles: in the rescaled iterates these two components keep their initial sizes, and one flips sign at every step. With the shift $s$ strictly nearer to one non-degenerate eigenvalue $l_j$ than to any other, but not equal to it, I expect
$$(l_j-s)^k(A-s)^{-k}x\;\to\;(v_j\cdot x)\,v_j ,$$
where $A$ is real symmetric with orthonormal eigenvectors $v_i$ and eigenvalues $l_i$. Can this be made rigorous and checked by machine, including the claim that the gap is needed?

## Each eigencomponent is multiplied by a fixed ratio

Yes. Write $c_i=v_i\cdot x$. The matrix $V$ with rows $v_i$ satisfies $VV^T=1$; being square, it also satisfies $V^TV=1$, which says $x=\sum_i c_i v_i$.

Since $(A-s)v_i=(l_i-s)v_i$ and no $l_i$ equals $s$, a null vector of $A-s$ has all components zero. So $A-s$ is invertible, and its inverse divides component $i$ by $l_i-s$. After $k$ steps and rescaling,
$$y_k=c_jv_j+\sum_{i\ne j}\rho_i^k c_i v_i,\qquad \rho_i=\frac{l_j-s}{l_i-s}.$$

The gap condition $|l_j-s|<|l_i-s|$ means $|\rho_i|<1$, so the finite sum tends to zero. Three consequences follow:

- **Necessity.** Starting from $x=v_i$ with $i\neq j$ gives $y_k=\rho_i^k v_i$, while the claimed limit is $0$. This forces $|\rho_i|<1$.
- **Rate.** If $|\rho_i|\le r$ for all $i\ne j$, then $\|y_k-c_jv_j\|^2=\sum_{i\ne j}\rho_i^{2k}c_i^2\le r^{2k}\|x-c_jv_j\|^2$.
- **Energy.** The Rayleigh quotient ignores scale, so if $c_j\ne0$ its limit is $l_jc_j^2/c_j^2=l_j$.

## Two steps on a 2×2 matrix

Take $A=\begin{pmatrix}41&-12\\-12&34\end{pmatrix}$, with eigenvalues $25$ and $50$, and $s=30$. The rescaled step is
$$-5\,(A-30)^{-1}=\begin{pmatrix}0.2&0.6\\0.6&0.55\end{pmatrix}.$$
From $x=(1,0)$ it gives $(0.2,0.6)$, then $(0.4,0.45)$. The eigenvector for $25$ is $(3/5,4/5)$, so the limit is $(0.36,0.48)$. The errors are $(0.64,-0.48)$, $(-0.16,0.12)$ and $(0.04,-0.03)$: each is $-1/4$ of the one before, as $\rho=-5/20$ predicts.

## What the Lean hypotheses say

Vectors are functions `n → ℝ` on a finite index type, `⬝ᵥ` is the dot product and `*ᵥ` applies a matrix. `IsEigenbasis A v l` states orthonormality and $Av_i=l_iv_i$. Symmetry of `A` is derived from it in `isSymm`; the existence of such a basis for a given symmetric matrix is assumed.

`invIter` is the bare iterate and `scaledIter` multiplies it by $(\mu-s)^k$, with `μ` set to `l j` in the convergence theorems. That factor requires the unknown eigenvalue, but `tendsto_rayleigh` uses the bare iterates. The limit vector has length $|v_j\cdot x|$, which need not be one.

`tendsto_iff_gap` concerns convergence for every starting vector; a particular `x` may converge without the gap. The strict gap excludes a degenerate nearest level. The shift is fixed and the arithmetic exact, so Rayleigh quotient iteration, which updates the shift, is not covered.

For a finite real symmetric Hamiltonian matrix in an orthonormal basis, the result shows how a shift can select an interior eigenstate, provided the gap condition holds, the starting vector overlaps that state and the linear systems are solved exactly.

```lean
import Mathlib

open Filter Topology Matrix

namespace ShiftedInverseIteration

noncomputable section

variable {n : Type*} [Fintype n] [DecidableEq n]

/-- The vectors `v i` are orthonormal and each `v i` is an eigenvector of the real matrix `A`
with eigenvalue `l i`. -/
structure IsEigenbasis (A : Matrix n n ℝ) (v : n → n → ℝ) (l : n → ℝ) : Prop where
  orthonormal : ∀ i k, v i ⬝ᵥ v k = if i = k then 1 else 0
  eigen : ∀ i, A *ᵥ v i = l i • v i

/-- The shifted matrix `A - s`. -/
def shifted (A : Matrix n n ℝ) (s : ℝ) : Matrix n n ℝ := A - s • (1 : Matrix n n ℝ)

/-- The `k`-th vector `(A - s)^(-k) x` of inverse iteration with shift `s`. -/
def invIter (A : Matrix n n ℝ) (s : ℝ) (k : ℕ) (x : n → ℝ) : n → ℝ :=
  ((shifted A s)⁻¹ ^ k) *ᵥ x

/-- The rescaled iterate `(μ - s)^k (A - s)^(-k) x`. -/
def scaledIter (A : Matrix n n ℝ) (s μ : ℝ) (k : ℕ) (x : n → ℝ) : n → ℝ :=
  (μ - s) ^ k • invIter A s k x

/-- The squared Euclidean length of a vector. -/
def sqNorm (y : n → ℝ) : ℝ := y ⬝ᵥ y

/-- The Rayleigh quotient `⟨y, A y⟩ / ⟨y, y⟩`. -/
def rayleigh (A : Matrix n n ℝ) (y : n → ℝ) : ℝ := (y ⬝ᵥ (A *ᵥ y)) / (y ⬝ᵥ y)

variable {A : Matrix n n ℝ} {v : n → n → ℝ} {l : n → ℝ}

/-- Completeness: every vector is the sum of its projections on the eigenvectors. -/
theorem IsEigenbasis.expansion (h : IsEigenbasis A v l) (x : n → ℝ) :
    ∑ i, (v i ⬝ᵥ x) • v i = x := by
  have h1 : Matrix.of v * (Matrix.of v)ᵀ = 1 := by
    ext i k
    have := h.orthonormal i k
    simpa [Matrix.mul_apply, Matrix.one_apply, dotProduct] using this
  -- a square matrix with orthonormal rows has orthonormal columns
  have h2 : (Matrix.of v)ᵀ * Matrix.of v = 1 := mul_eq_one_comm.mp h1
  have h3 : (Matrix.of v)ᵀ *ᵥ (Matrix.of v *ᵥ x) = x := by
    rw [Matrix.mulVec_mulVec, h2, Matrix.one_mulVec]
  ext a
  calc (∑ i, (v i ⬝ᵥ x) • v i) a = ∑ i, v i a * (v i ⬝ᵥ x) := by
        rw [Finset.sum_apply]
        exact Finset.sum_congr rfl fun i _ => by rw [Pi.smul_apply, smul_eq_mul, mul_comm]
    _ = ((Matrix.of v)ᵀ *ᵥ (Matrix.of v *ᵥ x)) a := by
        rfl
    _ = x a := congrFun h3 a

/-- Parseval's identity: the dot product is the sum of products of eigenbasis components. -/
theorem IsEigenbasis.parseval (h : IsEigenbasis A v l) (y z : n → ℝ) :
    y ⬝ᵥ z = ∑ i, (v i ⬝ᵥ y) * (v i ⬝ᵥ z) := by
  have key : ∀ f : n → n → ℝ, (∑ i, f i) ⬝ᵥ z = ∑ i, f i ⬝ᵥ z := by
    intro f
    simp only [dotProduct, Finset.sum_apply, Finset.sum_mul]
    exact Finset.sum_comm
  calc y ⬝ᵥ z = (∑ i, (v i ⬝ᵥ y) • v i) ⬝ᵥ z := by rw [h.expansion y]
    _ = ∑ i, (v i ⬝ᵥ y) * (v i ⬝ᵥ z) := by
        rw [key]
        simp only [smul_dotProduct, smul_eq_mul]

/-- A real matrix with an orthonormal eigenbasis is symmetric. -/
theorem IsEigenbasis.isSymm (h : IsEigenbasis A v l) : A.IsSymm := by
  have hexp : ∀ x : n → ℝ, A *ᵥ x = ∑ i, (v i ⬝ᵥ x) • (A *ᵥ v i) := by
    intro x
    calc A *ᵥ x = A.mulVecLin (∑ i, (v i ⬝ᵥ x) • v i) := by
          rw [h.expansion x, Matrix.mulVecLin_apply]
      _ = ∑ i, (v i ⬝ᵥ x) • (A *ᵥ v i) := by
          rw [map_sum]
          simp only [Matrix.mulVecLin_apply, Matrix.mulVec_smul]
  -- spectral form of the matrix elements
  have key : ∀ a b, A a b = ∑ i, v i b * (l i * v i a) := by
    intro a b
    have hs : ∀ w : n → ℝ, w ⬝ᵥ (Pi.single b 1 : n → ℝ) = w b := by
      intro w
      simp
    calc A a b = (A *ᵥ (Pi.single b 1 : n → ℝ)) a := (hs (fun j => A a j)).symm
      _ = (∑ i, (v i ⬝ᵥ (Pi.single b 1 : n → ℝ)) • (A *ᵥ v i)) a := congrFun (hexp _) a
      _ = ∑ i, v i b * (l i * v i a) := by
          simp only [hs, h.eigen, Finset.sum_apply, Pi.smul_apply, smul_eq_mul]
  change Aᵀ = A
  ext a b
  rw [Matrix.transpose_apply, key b a, key a b]
  exact Finset.sum_congr rfl fun i _ => by ring

/-- Applying `A - s` multiplies the component along `v i` by `l i - s`. -/
theorem IsEigenbasis.component_shifted (h : IsEigenbasis A v l) (s : ℝ) (x : n → ℝ) (i : n) :
    v i ⬝ᵥ (shifted A s *ᵥ x) = (l i - s) * (v i ⬝ᵥ x) := by
  have hT : Aᵀ = A := h.isSymm
  have hA : v i ᵥ* A = l i • v i := by
    rw [← Matrix.mulVec_transpose, hT, h.eigen]
  have hM : shifted A s *ᵥ x = A *ᵥ x - s • x := by
    unfold shifted
    rw [Matrix.sub_mulVec, Matrix.smul_mulVec, Matrix.one_mulVec]
  rw [hM, dotProduct_sub, Matrix.dotProduct_mulVec, hA]
  simp only [smul_dotProduct, dotProduct_smul, smul_eq_mul]
  ring

/-- If the shift differs from every `l i`, the matrix `A - s` has nonzero determinant. -/
theorem IsEigenbasis.det_shifted_ne_zero (h : IsEigenbasis A v l) {s : ℝ}
    (hs : ∀ i, l i ≠ s) : (shifted A s).det ≠ 0 := by
  intro hdet
  obtain ⟨x, hx, hMx⟩ := Matrix.exists_mulVec_eq_zero_iff.mpr hdet
  apply hx
  -- a null vector has no component along any eigenvector
  have hc : ∀ i, v i ⬝ᵥ x = 0 := by
    intro i
    have h1 := h.component_shifted s x i
    rw [hMx, dotProduct_zero] at h1
    exact (mul_eq_zero.mp h1.symm).resolve_left (sub_ne_zero.mpr (hs i))
  rw [← h.expansion x]
  simp [hc]

/-- If the shift differs from every eigenvalue in `l`, then after `k` steps of inverse iteration the component along `v i` has been multiplied by
`(l i - s)^(-k)`. -/
theorem IsEigenbasis.component_invIter (h : IsEigenbasis A v l) {s : ℝ}
    (hs : ∀ i, l i ≠ s) (k : ℕ) (x : n → ℝ) (i : n) :
    v i ⬝ᵥ invIter A s k x = ((l i - s)⁻¹) ^ k * (v i ⬝ᵥ x) := by
  have hinv : ∀ y : n → ℝ,
      v i ⬝ᵥ ((shifted A s)⁻¹ *ᵥ y) = (l i - s)⁻¹ * (v i ⬝ᵥ y) := by
    intro y
    have h1 := h.component_shifted s ((shifted A s)⁻¹ *ᵥ y) i
    rw [Matrix.mulVec_mulVec,
      Matrix.mul_nonsing_inv _ (isUnit_iff_ne_zero.mpr (h.det_shifted_ne_zero hs)),
      Matrix.one_mulVec] at h1
    have hne : l i - s ≠ 0 := sub_ne_zero.mpr (hs i)
    rw [h1, ← mul_assoc, inv_mul_cancel₀ hne, one_mul]
  induction k with
  | zero => simp [invIter]
  | succ k ih =>
    have e : invIter A s (k + 1) x = (shifted A s)⁻¹ *ᵥ invIter A s k x := by
      unfold invIter
      rw [pow_succ', Matrix.mulVec_mulVec]
    rw [e, hinv, ih, pow_succ']
    exact (mul_assoc _ _ _).symm

/-- If the shift differs from every eigenvalue in `l`, the component of the rescaled iterate along `v i` is `((μ - s) / (l i - s))^k` times the
initial component. -/
theorem IsEigenbasis.component_scaledIter (h : IsEigenbasis A v l) {s : ℝ}
    (hs : ∀ i, l i ≠ s) (μ : ℝ) (k : ℕ) (x : n → ℝ) (i : n) :
    v i ⬝ᵥ scaledIter A s μ k x = ((μ - s) / (l i - s)) ^ k * (v i ⬝ᵥ x) := by
  unfold scaledIter
  rw [dotProduct_smul, h.component_invIter hs, smul_eq_mul, div_eq_mul_inv, mul_pow (μ - s)]
  exact (mul_assoc _ _ _).symm

/-- Convergence of inverse iteration: if, compared with every `l i` with `i ≠ j`, `l j` is strictly closer to the shift
and differs from it, then `(l j - s)^k (A - s)^(-k) x` tends to `⟨v j, x⟩ v j`. -/
theorem IsEigenbasis.tendsto_scaledIter (h : IsEigenbasis A v l) {s : ℝ} {j : n}
    (h0 : 0 < |l j - s|) (hgap : ∀ i, i ≠ j → |l j - s| < |l i - s|) (x : n → ℝ) :
    Tendsto (fun k => scaledIter A s (l j) k x) atTop (𝓝 ((v j ⬝ᵥ x) • v j)) := by
  have hs : ∀ i, l i ≠ s := by
    intro i hi
    by_cases hij : i = j
    · rw [← hij, hi, sub_self, abs_zero] at h0
      exact lt_irrefl _ h0
    · have := hgap i hij
      rw [hi, sub_self, abs_zero] at this
      linarith
  -- component `j` is constant, the others decay geometrically
  have hcoef : ∀ i, Tendsto (fun k => v i ⬝ᵥ scaledIter A s (l j) k x) atTop
      (𝓝 (if i = j then v j ⬝ᵥ x else 0)) := by
    intro i
    simp only [h.component_scaledIter hs]
    by_cases hij : i = j
    · rw [if_pos hij, hij, div_self (sub_ne_zero.mpr (hs j))]
      simp only [one_pow, one_mul]
      exact tendsto_const_nhds
    · rw [if_neg hij]
      have hr : |(l j - s) / (l i - s)| < 1 := by
        rw [abs_div, div_lt_one (lt_trans h0 (hgap i hij))]
        exact hgap i hij
      have := (tendsto_pow_atTop_nhds_zero_of_abs_lt_one hr).mul_const (v i ⬝ᵥ x)
      rw [zero_mul] at this
      exact this
  -- reassemble the vector from its components
  have hcont : Continuous fun c : n → ℝ => ∑ i, c i • v i := by
    fun_prop
  have hpi : Tendsto (fun k => fun i => v i ⬝ᵥ scaledIter A s (l j) k x) atTop
      (𝓝 fun i => if i = j then v j ⬝ᵥ x else 0) := tendsto_pi_nhds.mpr hcoef
  have hsum := (hcont.tendsto _).comp hpi
  have hlim : ∑ i, (if i = j then v j ⬝ᵥ x else 0) • v i = (v j ⬝ᵥ x) • v j := by
    simp [ite_smul]
  rw [← hlim]
  exact Filter.Tendsto.congr (fun k => h.expansion (scaledIter A s (l j) k x)) hsum

/-- For a shift different from all `l i`, the rescaled iterates tend to `⟨v j, x⟩ v j` for every
starting vector if and only if `|l j - s| < |l i - s|` for all `i ≠ j`. -/
theorem IsEigenbasis.tendsto_iff_gap (h : IsEigenbasis A v l) {s : ℝ} (hs : ∀ i, l i ≠ s)
    (j : n) :
    (∀ x : n → ℝ,
      Tendsto (fun k => scaledIter A s (l j) k x) atTop (𝓝 ((v j ⬝ᵥ x) • v j))) ↔
      ∀ i, i ≠ j → |l j - s| < |l i - s| := by
  constructor
  · intro H i hij
    have hcont : Continuous fun y : n → ℝ => v i ⬝ᵥ y := by
      simp only [dotProduct]
      fun_prop
    -- start from `v i` and follow the component along `v i`
    have h1 := (hcont.tendsto _).comp (H (v i))
    have h2 : Tendsto (fun k : ℕ => ((l j - s) / (l i - s)) ^ k) atTop (𝓝 0) := by
      have hlim : v i ⬝ᵥ ((v j ⬝ᵥ v i) • v j) = 0 := by
        rw [dotProduct_smul, h.orthonormal i j, if_neg hij, smul_zero]
      rw [← hlim]
      refine Filter.Tendsto.congr (fun k => ?_) h1
      show v i ⬝ᵥ scaledIter A s (l j) k (v i) = _
      rw [h.component_scaledIter hs, h.orthonormal i i, if_pos rfl, mul_one]
    by_contra hcon
    have hge : 1 ≤ |(l j - s) / (l i - s)| := by
      rw [abs_div, one_le_div (abs_pos.mpr (sub_ne_zero.mpr (hs i)))]
      exact not_lt.mp hcon
    have h3 : (1 : ℝ) ≤ |0| := ge_of_tendsto' h2.abs fun k => by
      show 1 ≤ |((l j - s) / (l i - s)) ^ k|
      rw [abs_pow]
      exact one_le_pow₀ hge
    rw [abs_zero] at h3
    linarith
  · intro hgap x
    exact h.tendsto_scaledIter (abs_pos.mpr (sub_ne_zero.mpr (hs j))) hgap x

/-- Rate: if the shift differs from every eigenvalue in `l` and `|l j - s| ≤ r |l i - s|` for all `i ≠ j`, the squared distance of the `k`-th
rescaled iterate from `⟨v j, x⟩ v j` is at most `r^(2k)` times that of `x`. -/
theorem IsEigenbasis.error_le (h : IsEigenbasis A v l) {s r : ℝ} {j : n}
    (hs : ∀ i, l i ≠ s) (hr : ∀ i, i ≠ j → |l j - s| ≤ r * |l i - s|) (k : ℕ) (x : n → ℝ) :
    sqNorm (scaledIter A s (l j) k x - (v j ⬝ᵥ x) • v j)
      ≤ r ^ (2 * k) * sqNorm (x - (v j ⬝ᵥ x) • v j) := by
  have key : ∀ ρ a : ℝ, |ρ| ≤ r → (ρ ^ k * a) * (ρ ^ k * a) ≤ r ^ (2 * k) * (a * a) := by
    intro ρ a h1
    have h2 : ρ ^ (2 * k) ≤ r ^ (2 * k) :=
      calc ρ ^ (2 * k) ≤ |ρ ^ (2 * k)| := le_abs_self _
        _ = |ρ| ^ (2 * k) := abs_pow _ _
        _ ≤ r ^ (2 * k) := pow_le_pow_left₀ (abs_nonneg _) h1 _
    calc (ρ ^ k * a) * (ρ ^ k * a) = ρ ^ (2 * k) * (a * a) := by ring
      _ ≤ r ^ (2 * k) * (a * a) := mul_le_mul_of_nonneg_right h2 (mul_self_nonneg a)
  have hP : ∀ y : n → ℝ, sqNorm y = ∑ i, (v i ⬝ᵥ y) * (v i ⬝ᵥ y) := fun y => h.parseval y y
  -- compare the two lengths component by component
  rw [hP, hP, Finset.mul_sum]
  refine Finset.sum_le_sum fun i _ => ?_
  simp only [dotProduct_sub, dotProduct_smul, smul_eq_mul, h.component_scaledIter hs,
    h.orthonormal]
  by_cases hij : i = j
  · rw [if_pos hij, hij, div_self (sub_ne_zero.mpr (hs j))]
    simp
  · rw [if_neg hij]
    simp only [mul_zero, sub_zero]
    have hpos : 0 < |l i - s| := abs_pos.mpr (sub_ne_zero.mpr (hs i))
    have h1 : |(l j - s) / (l i - s)| ≤ r := by
      rw [abs_div, div_le_iff₀ hpos]
      exact hr i hij
    exact key _ _ h1

/-- If `0 < |l j - s|`, `|l j - s| < |l i - s|` for all `i ≠ j`, and `x` overlaps
`v j`, the Rayleigh quotient of `(A - s)^(-k) x` tends to `l j`. -/
theorem IsEigenbasis.tendsto_rayleigh (h : IsEigenbasis A v l) {s : ℝ} {j : n}
    (h0 : 0 < |l j - s|) (hgap : ∀ i, i ≠ j → |l j - s| < |l i - s|) {x : n → ℝ}
    (hx : v j ⬝ᵥ x ≠ 0) :
    Tendsto (fun k => rayleigh A (invIter A s k x)) atTop (𝓝 (l j)) := by
  have hm := h.tendsto_scaledIter h0 hgap x
  have hnum : Continuous fun y : n → ℝ => y ⬝ᵥ (A *ᵥ y) := by
    simp only [dotProduct, Matrix.mulVec]
    fun_prop
  have hden : Continuous fun y : n → ℝ => y ⬝ᵥ y := by
    simp only [dotProduct]
    fun_prop
  have hjj : v j ⬝ᵥ v j = 1 := by rw [h.orthonormal, if_pos rfl]
  have hne : (v j ⬝ᵥ x) * (v j ⬝ᵥ x) ≠ 0 := mul_ne_zero hx hx
  have e1 : ((v j ⬝ᵥ x) • v j) ⬝ᵥ ((v j ⬝ᵥ x) • v j) = (v j ⬝ᵥ x) * (v j ⬝ᵥ x) := by
    simp only [smul_dotProduct, dotProduct_smul, smul_eq_mul, hjj]
    ring
  have e2 : ((v j ⬝ᵥ x) • v j) ⬝ᵥ (A *ᵥ ((v j ⬝ᵥ x) • v j))
      = l j * ((v j ⬝ᵥ x) * (v j ⬝ᵥ x)) := by
    rw [Matrix.mulVec_smul, h.eigen]
    simp only [smul_dotProduct, dotProduct_smul, smul_eq_mul, hjj]
    ring
  have e3 : l j * ((v j ⬝ᵥ x) * (v j ⬝ᵥ x)) / ((v j ⬝ᵥ x) * (v j ⬝ᵥ x)) = l j := by
    rw [mul_div_assoc, div_self hne, mul_one]
  have t1 : Tendsto (fun k => scaledIter A s (l j) k x ⬝ᵥ (A *ᵥ scaledIter A s (l j) k x))
      atTop (𝓝 (l j * ((v j ⬝ᵥ x) * (v j ⬝ᵥ x)))) := by
    rw [← e2]
    have := (hnum.tendsto _).comp hm
    exact this
  have t2 : Tendsto (fun k => scaledIter A s (l j) k x ⬝ᵥ scaledIter A s (l j) k x)
      atTop (𝓝 ((v j ⬝ᵥ x) * (v j ⬝ᵥ x))) := by
    rw [← e1]
    have := (hden.tendsto _).comp hm
    exact this
  have t3 := t1.div t2 hne
  rw [e3] at t3
  -- the Rayleigh quotient does not see the rescaling factor
  refine Filter.Tendsto.congr (fun k => ?_) t3
  show (scaledIter A s (l j) k x ⬝ᵥ (A *ᵥ scaledIter A s (l j) k x))
      / (scaledIter A s (l j) k x ⬝ᵥ scaledIter A s (l j) k x) = rayleigh A (invIter A s k x)
  have hα : (l j - s) ^ k ≠ 0 := pow_ne_zero _ (abs_pos.mp h0)
  unfold scaledIter rayleigh
  simp only [Matrix.mulVec_smul, smul_dotProduct, dotProduct_smul, smul_eq_mul]
  rw [mul_div_mul_left _ _ hα, mul_div_mul_left _ _ hα]

/-- A non-diagonal two-by-two matrix. -/
def exA : Matrix (Fin 2) (Fin 2) ℝ := !![41, -12; -12, 34]

/-- The vectors `(3/5, 4/5)` and `(-4/5, 3/5)`. -/
def exV : Fin 2 → Fin 2 → ℝ := ![![3 / 5, 4 / 5], ![-4 / 5, 3 / 5]]

/-- The numbers `25` and `50`. -/
def exL : Fin 2 → ℝ := ![25, 50]

/-- The matrix `exA` has orthonormal eigenbasis `exV` with eigenvalues `exL`, and the shift `30`
is strictly closest to, and different from, the first eigenvalue. -/
theorem eigenbasis_gap_witness :
    IsEigenbasis exA exV exL ∧ 0 < |exL 0 - 30| ∧
      ∀ i, i ≠ 0 → |exL 0 - 30| < |exL i - 30| := by
  have l0 : exL 0 = 25 := by simp [exL]
  have l1 : exL 1 = 50 := by simp [exL]
  have hone : ∀ i : Fin 2, i ≠ 0 → i = 1 := by decide
  refine ⟨⟨?_, ?_⟩, ?_, ?_⟩
  · intro i k
    fin_cases i <;> fin_cases k <;> simp [exV, dotProduct, Fin.sum_univ_two] <;> norm_num
  · intro i
    ext a
    fin_cases i <;> fin_cases a <;>
      simp [exA, exV, exL, Matrix.mulVec, dotProduct, Fin.sum_univ_two] <;> norm_num
  · rw [l0]
    norm_num
  · intro i hi
    rw [hone i hi, l0, l1]
    norm_num

end

end ShiftedInverseIteration
```

```lean
#print axioms ShiftedInverseIteration.IsEigenbasis.tendsto_scaledIter
-- 'ShiftedInverseIteration.IsEigenbasis.tendsto_scaledIter' depends on axioms: [propext, Classical.choice, Quot.sound]
#print axioms ShiftedInverseIteration.IsEigenbasis.tendsto_iff_gap
-- 'ShiftedInverseIteration.IsEigenbasis.tendsto_iff_gap' depends on axioms: [propext, Classical.choice, Quot.sound]
#print axioms ShiftedInverseIteration.IsEigenbasis.error_le
-- 'ShiftedInverseIteration.IsEigenbasis.error_le' depends on axioms: [propext, Classical.choice, Quot.sound]
#print axioms ShiftedInverseIteration.IsEigenbasis.tendsto_rayleigh
-- 'ShiftedInverseIteration.IsEigenbasis.tendsto_rayleigh' depends on axioms: [propext, Classical.choice, Quot.sound]
```

## How the proof follows the components

`expansion` is the step from $VV^T=1$ to $V^TV=1$, made by `mul_eq_one_comm`, and `parseval` follows from it. `component_shifted` uses symmetry to let $A$ act on $v_i$. `det_shifted_ne_zero` is the null-vector argument, and `component_invIter` obtains the $k$ divisions by induction. `component_scaledIter` then produces $\rho_i^k$.

In `tendsto_scaledIter`, component $j$ is constant and the others vanish by `tendsto_pow_atTop_nhds_zero_of_abs_lt_one`. Continuity of $c\mapsto\sum_i c_iv_i$ carries these limits back to the vector.

`tendsto_iff_gap` starts from `v i`: were $|\rho_i|\ge1$, its powers could not tend to zero. `error_le` compares squared lengths term by term through `parseval`. `tendsto_rayleigh` takes the limits of numerator and denominator, then cancels the scale factor. `eigenbasis_gap_witness` verifies the eigenbasis and gap hypotheses for the 2×2 matrix above.
